# Löwdin orthogonalization preserves Kramers pairs

Take a finite set of linearly independent one-electron spinors that consists of pairs χ and Tχ, where T is time reversal and T² = −1. Löwdin orthogonalization turns it into an orthonormal set that again consists of such pairs. The matrix fact behind this concerns the overlap matrix S and the matrix U through which T acts on the basis: if S is positive definite, U is unitary and

U conj(S) = S U,

then S^(1/2) and S^(−1/2) satisfy the same relation. For a finite basis of Kramers pairs, a Kramers-restricted electronic-structure calculation can therefore orthogonalize with S^(−1/2) and keep its pairing.

## Matrices, orbitals and the pairing

```lean
import Mathlib

open Matrix
open scoped ComplexOrder

namespace KramersLowdin

noncomputable section

variable {n m H : Type*} [Fintype n] [DecidableEq n] [Fintype m] [DecidableEq m]
  [NormedAddCommGroup H] [InnerProductSpace ℂ H]
```

The types `n` and `m` are finite sets of labels for orbitals and for Kramers pairs. `H` is a complex inner product space of any dimension, and the orbitals are vectors in it.

```lean
/-- The entrywise complex conjugate of a matrix. -/
def conjM (A : Matrix n n ℂ) : Matrix n n ℂ := A.map (starRingEnd ℂ)
```

`conjM A` is conj(A), the complex conjugate of each entry without transposition. The Hermitian conjugate A† is written `Aᴴ` in Lean.

```lean
/-- The relation `U conj(A) = A U` between two square matrices `U` and `A`. -/
def TimeReversal (U A : Matrix n n ℂ) : Prop := U * conjM A = A * U
```

`TimeReversal U A` is a statement about two matrices, not the time-reversal operator. It says U conj(A) = A U. With K for complex conjugation of coefficient vectors, this means that A commutes with UK.

```lean
/-- `R` is a positive square root of `S`: it is positive semidefinite and `R R = S`. -/
def IsPosSqrt (R S : Matrix n n ℂ) : Prop := R.PosSemidef ∧ R * R = S
```

`IsPosSqrt R S` says that R is Hermitian with x†Rx ≥ 0 for every vector x, and that R R = S. This is the matrix usually written S^(1/2).

```lean
/-- The overlap matrix of a family of orbitals. -/
def overlap (χ : n → H) : Matrix n n ℂ := Matrix.of fun i j => inner ℂ (χ i) (χ j)
```

The overlap matrix has entries S_ij = ⟨χ_i, χ_j⟩. The inner product is linear in its second argument, as in Dirac notation.

```lean
/-- The orbitals whose coefficients in the family `χ` are the columns of `C`. -/
def transform (χ : n → H) (C : Matrix n n ℂ) (j : n) : H := ∑ i, C i j • χ i
```

`transform χ C` is the family of new orbitals

φ_j = Σ_i C_ij χ_i,

so column j of C holds the coefficients of φ_j. The Löwdin orbitals are `transform χ R⁻¹`, with R the positive square root of the overlap matrix.

```lean
/-- The matrix of time reversal in a basis of Kramers pairs, unbarred orbitals first. -/
def pairing (m : Type*) [DecidableEq m] : Matrix (m ⊕ m) (m ⊕ m) ℂ :=
  fromBlocks 0 (-1) 1 0
```

A basis of Kramers pairs is labelled by `m ⊕ m`, two copies of `m`. The label `Sum.inl i` stands for the unbarred orbital χ_i and `Sum.inr i` for its barred partner χ_ī. In blocks, the pairing matrix is

U = [[0, −1], [1, 0]].

Its columns say Tχ_i = χ_ī and Tχ_ī = −χ_i.

## The square root inherits the relation

```lean
open scoped MatrixOrder in
/-- Every positive semidefinite matrix has exactly one positive square root. -/
theorem existsUnique_posSqrt {S : Matrix n n ℂ} (hS : S.PosSemidef) :
    ∃! R, IsPosSqrt R S :=
  ⟨CFC.sqrt S, ⟨nonneg_iff_posSemidef.mp (CFC.sqrt_nonneg S),
    CFC.sqrt_mul_sqrt_self S (nonneg_iff_posSemidef.mpr hS)⟩,
    fun _ hR => (CFC.sqrt_unique hR.2 (nonneg_iff_posSemidef.mpr hR.1)).symm⟩
```

The symbol `∃!` means "there is exactly one". By hand, diagonalize S = V Λ V† with V unitary and Λ diagonal, and set R = V Λ^(1/2) V†. This is a positive square root. For uniqueness, let R be any positive square root. An eigenvector of R with eigenvalue r ≥ 0 is an eigenvector of S with eigenvalue r², and the eigenvectors of R span the whole space. Since r ≥ 0 is fixed by r², R must act as √λ on the eigenspace of S with eigenvalue λ, which determines it.

Lean takes the root `CFC.sqrt S` from Mathlib's functional calculus. Three library lemmas supply its positivity, its square and its uniqueness.

```lean
/-- A positive square root of a positive definite matrix is invertible. -/
theorem posSqrt_isUnit_det {R S : Matrix n n ℂ} (hS : S.PosDef) (hR : IsPosSqrt R S) :
    IsUnit R.det := by
  have h : IsUnit (R.det * R.det) := by
    rw [← det_mul, hR.2]
    exact hS.det_pos.ne'.isUnit
  exact isUnit_of_mul_isUnit_left h
```

If S is positive definite, then (det R)² = det S > 0, so det R ≠ 0 and R has an inverse. The proof shows that the product det R · det R is invertible and concludes the same for its factor.

```lean
/-- If `S` is positive definite, `U` is unitary and `U conj(S) = S U`, then the positive
square root of `S` and its inverse satisfy the same relation. -/
theorem timeReversal_sqrt_and_inv {R S U : Matrix n n ℂ} (hS : S.PosDef)
    (hU : U ∈ unitaryGroup n ℂ) (h : TimeReversal U S) (hR : IsPosSqrt R S) :
    TimeReversal U R ∧ TimeReversal U R⁻¹ := by
  have u1 : U * Uᴴ = 1 := mem_unitaryGroup_iff.mp hU
  have u2 : Uᴴ * U = 1 := mem_unitaryGroup_iff'.mp hU
  have hc : ∀ A B : Matrix n n ℂ, conjM (A * B) = conjM A * conjM B := fun A B => by
    simp [conjM, Matrix.map_mul]
  have hT : conjM R = Rᵀ := by
    ext i j
    exact hR.1.isHermitian.apply j i
  have hP : (conjM R).PosSemidef := hT ▸ hR.1.transpose
  -- U conj(R) U† is also a positive square root of S
  have hB : IsPosSqrt (U * conjM R * Uᴴ) S := by
    refine ⟨hP.mul_mul_conjTranspose_same U, ?_⟩
    calc U * conjM R * Uᴴ * (U * conjM R * Uᴴ)
        = U * conjM R * (Uᴴ * U) * conjM R * Uᴴ := by simp only [Matrix.mul_assoc]
      _ = U * conjM S * Uᴴ := by
        rw [u2, Matrix.mul_one, Matrix.mul_assoc U, ← hc, hR.2]
      _ = S := by rw [show U * conjM S = S * U from h, Matrix.mul_assoc, u1, Matrix.mul_one]
  have h1 : U * conjM R = R * U := by
    calc U * conjM R = U * conjM R * Uᴴ * U := by
          rw [Matrix.mul_assoc _ Uᴴ U, u2, Matrix.mul_one]
      _ = R * U := by rw [(existsUnique_posSqrt hS.posSemidef).unique hB hR]
  have hd := posSqrt_isUnit_det hS hR
  have hi : conjM R * conjM R⁻¹ = 1 := by
    rw [← hc, mul_nonsing_inv R hd]
    simp [conjM]
  refine ⟨h1, ?_⟩
  calc U * conjM R⁻¹ = R⁻¹ * R * (U * conjM R⁻¹) := by
        rw [nonsing_inv_mul R hd, Matrix.one_mul]
    _ = R⁻¹ * (R * U) * conjM R⁻¹ := by simp only [Matrix.mul_assoc]
    _ = R⁻¹ * U := by
        rw [← h1, Matrix.mul_assoc, Matrix.mul_assoc U, hi, Matrix.mul_one]
```

The hypotheses are those of the matrix statement above, and `hR` names R as the positive square root of S. Nothing is assumed about the sign of U conj(U), so the theorem is not limited to T² = −1.

By hand, note first that R is Hermitian, so conj(R) = Rᵀ, which is again positive semidefinite. Now define

B = U conj(R) U†.

A unitary transformation preserves positivity, so B is positive semidefinite. Its square is

B² = U conj(R) U†U conj(R) U† = U conj(R R) U† = U conj(S) U† = S U U† = S.

Thus B is a positive square root of S, and uniqueness gives B = R. Multiplying by U on the right yields

U conj(R) = R U.

For the inverse, multiply this equation by R⁻¹ on the left and by conj(R⁻¹) on the right. Since conj(R) conj(R⁻¹) = 1, the result is

R⁻¹ U = U conj(R⁻¹).

In the Lean proof, `hP` is the positivity of conj(R), `hB` says that B is a positive square root, and `h1` is the relation for R. The last `calc` block, a chain of equalities, moves U through R⁻¹.

## From orbitals to their overlap matrix

```lean
omit [DecidableEq n] in
/-- Under a change of orbitals with coefficients `C` the overlap matrix becomes `C† S C`. -/
theorem overlap_transform (χ : n → H) (C : Matrix n n ℂ) :
    overlap (transform χ C) = Cᴴ * overlap χ * C := by
  rw [Matrix.mul_assoc]
  ext i j
  simp only [Matrix.mul_apply, overlap, transform, of_apply, conjTranspose_apply]
  rw [sum_inner]
  refine Finset.sum_congr rfl fun k _ => ?_
  rw [inner_smul_left, inner_sum, Finset.mul_sum, Finset.mul_sum]
  refine Finset.sum_congr rfl fun l _ => ?_
  rw [inner_smul_right, starRingEnd_apply]
  ring
```

For φ_j = Σ_l C_lj χ_l, the new overlaps are

⟨φ_i, φ_j⟩ = Σ_k Σ_l conj(C_ki) S_kl C_lj = (C†SC)_ij.

Lean takes the sums and coefficients out of the inner product, first from the left argument and then from the right. The left coefficients come out conjugated.

```lean
/-- If a conjugate-linear `T` with `⟨Tx, Ty⟩ = ⟨y, x⟩` acts on the orbitals through a unitary
matrix `U`, their overlap matrix satisfies `U conj(S) = S U`. -/
theorem overlap_timeReversal {χ : n → H} {U : Matrix n n ℂ} (T : H →ₛₗ[starRingEnd ℂ] H)
    (hT : ∀ x y, inner ℂ (T x) (T y) = inner ℂ y x) (hU : U ∈ unitaryGroup n ℂ)
    (hp : ∀ j, T (χ j) = transform χ U j) : TimeReversal U (overlap χ) := by
  have u1 : U * Uᴴ = 1 := mem_unitaryGroup_iff.mp hU
  have h : conjM (overlap χ) = Uᴴ * overlap χ * U := by
    rw [← overlap_transform]
    ext i j
    change starRingEnd ℂ (inner ℂ (χ i) (χ j)) = inner ℂ (transform χ U i) (transform χ U j)
    rw [← hp i, ← hp j, hT, inner_conj_symm]
  rw [TimeReversal, h, ← Matrix.mul_assoc, ← Matrix.mul_assoc, u1, Matrix.one_mul]
```

The arrow `→ₛₗ[starRingEnd ℂ]` makes T conjugate-linear: it is additive and T(cx) = conj(c) Tx. Hypothesis `hT` is ⟨Tx, Ty⟩ = ⟨y, x⟩, the property by which time reversal preserves transition probabilities. Hypothesis `hp` says that T maps the orbitals into their own span:

Tχ_j = Σ_i U_ij χ_i.

The unitarity of U is assumed separately, because the matrix of T in a nonorthogonal basis need not be unitary. By hand,

conj(S_ij) = ⟨χ_j, χ_i⟩ = ⟨Tχ_i, Tχ_j⟩ = (U†SU)_ij,

where the last step is the preceding theorem with C = U. Multiplying conj(S) = U†SU by U on the left gives U conj(S) = S U. In Lean, `h` is the formula for conj(S), and the final rewriting performs the multiplication.

```lean
/-- Let a conjugate-linear `T` with `⟨Tx, Ty⟩ = ⟨y, x⟩` act on linearly independent orbitals
through a unitary `U`. Their Löwdin orbitals are orthonormal, and `T` acts on them through
the same `U`. -/
theorem lowdin_timeReversal {χ : n → H} {U R : Matrix n n ℂ} (T : H →ₛₗ[starRingEnd ℂ] H)
    (hT : ∀ x y, inner ℂ (T x) (T y) = inner ℂ y x) (hU : U ∈ unitaryGroup n ℂ)
    (hp : ∀ j, T (χ j) = transform χ U j) (hχ : LinearIndependent ℂ χ)
    (hR : IsPosSqrt R (overlap χ)) :
    Orthonormal ℂ (transform χ R⁻¹) ∧
      ∀ j, T (transform χ R⁻¹ j) = transform (transform χ R⁻¹) U j := by
  have hS : (overlap χ).PosDef := posDef_gram_of_linearIndependent hχ
  have hd := posSqrt_isUnit_det hS hR
  have hX := (timeReversal_sqrt_and_inv hS hU (overlap_timeReversal T hT hU hp) hR).2
  constructor
  · have h1 : overlap (transform χ R⁻¹) = 1 := by
      rw [overlap_transform, conjTranspose_nonsing_inv, hR.1.isHermitian.eq, ← hR.2,
        ← Matrix.mul_assoc, nonsing_inv_mul R hd, Matrix.one_mul, mul_nonsing_inv R hd]
    rw [orthonormal_iff_ite]
    intro i j
    rw [← Matrix.one_apply, ← h1]
    rfl
  · intro j
    -- successive changes of orbitals multiply their coefficient matrices
    have comp : ∀ A B : Matrix n n ℂ,
        ∑ i, B i j • transform χ A i = transform χ (A * B) j := fun A B => by
      simp only [transform, Matrix.mul_apply, Finset.smul_sum, Finset.sum_smul, smul_smul]
      rw [Finset.sum_comm]
      simp only [mul_comm]
    calc T (transform χ R⁻¹ j) = ∑ i, conjM R⁻¹ i j • transform χ U i := by
          rw [transform, map_sum]
          refine Finset.sum_congr rfl fun i _ => ?_
          rw [map_smulₛₗ, hp]
          rfl
      _ = transform χ (R⁻¹ * U) j := by
          rw [comp, show U * conjM R⁻¹ = R⁻¹ * U from hX]
      _ = transform (transform χ R⁻¹) U j := (comp R⁻¹ U).symm
```

There are two conclusions: the Löwdin orbitals are orthonormal, and T acts on them through the same matrix U as on the original ones.

Linear independence makes S positive definite, because for a coefficient vector c ≠ 0

c†Sc = ‖Σ_i c_i χ_i‖² > 0.

Hence R⁻¹ exists, and it is Hermitian. The overlap matrix of the Löwdin orbitals is

R⁻¹ S R⁻¹ = R⁻¹ R R R⁻¹ = 1,

which is orthonormality. For the second conclusion, apply T to φ_j = Σ_i (R⁻¹)_ij χ_i:

Tφ_j = Σ_i conj((R⁻¹)_ij) Tχ_i
= Σ_k (U conj(R⁻¹))_kj χ_k
= Σ_k (R⁻¹U)_kj χ_k
= Σ_i U_ij φ_i.

The third line uses the relation for R⁻¹. In Lean that relation is `hX`, and `constructor` separates the two conclusions. The auxiliary statement `comp` says that successive changes of orbitals multiply their coefficient matrices; it is used once to collect U conj(R⁻¹) and once to split R⁻¹U.

## Löwdin orbitals of Kramers pairs

```lean
/-- The pairing matrix is unitary. -/
theorem pairing_unitary : pairing m ∈ unitaryGroup (m ⊕ m) ℂ := by
  rw [mem_unitaryGroup_iff, star_eq_conjTranspose]
  simp [pairing, fromBlocks_conjTranspose, fromBlocks_multiply]
```

Block multiplication gives

[[0, −1], [1, 0]] [[0, 1], [−1, 0]] = 1,

so U U† = 1 for the pairing matrix. `simp` carries out this multiplication.

```lean
/-- Let `T` be conjugate-linear with `⟨Tx, Ty⟩ = ⟨y, x⟩` and `T² = -1`. Löwdin
orthogonalization turns linearly independent Kramers pairs into orthonormal Kramers pairs. -/
theorem lowdin_kramers_pairs {χ : m ⊕ m → H} {R : Matrix (m ⊕ m) (m ⊕ m) ℂ}
    (T : H →ₛₗ[starRingEnd ℂ] H) (hT : ∀ x y, inner ℂ (T x) (T y) = inner ℂ y x)
    (hT2 : ∀ x, T (T x) = -x) (hp : ∀ i, T (χ (Sum.inl i)) = χ (Sum.inr i))
    (hχ : LinearIndependent ℂ χ) (hR : IsPosSqrt R (overlap χ)) :
    Orthonormal ℂ (transform χ R⁻¹) ∧
      ∀ i, T (transform χ R⁻¹ (Sum.inl i)) = transform χ R⁻¹ (Sum.inr i) := by
  have hl : ∀ (ψ : m ⊕ m → H) i, transform ψ (pairing m) (Sum.inl i) = ψ (Sum.inr i) := by
    intro ψ i
    simp [transform, pairing, Fintype.sum_sum_type, Matrix.one_apply, ite_smul]
  have hr : ∀ i, transform χ (pairing m) (Sum.inr i) = -χ (Sum.inl i) := by
    intro i
    simp [transform, pairing, Fintype.sum_sum_type, Matrix.one_apply, ite_smul]
  have h := lowdin_timeReversal T hT pairing_unitary (fun j => by
    rcases j with i | i
    · rw [hl, hp]
    · rw [hr, ← hp, hT2]) hχ hR
  exact ⟨h.1, fun i => (h.2 _).trans (hl _ i)⟩
```

This is the result stated at the start. It assumes `hT2`, that is T² = −1, and only half of the pairing, Tχ_i = χ_ī. The other half follows:

Tχ_ī = T²χ_i = −χ_i.

So T acts on the basis through the pairing matrix, which is unitary, and the previous result applies. Reading off the unbarred columns of U gives Tφ_i = φ_ī for the Löwdin orbitals.

In the proof, `hl` and `hr` evaluate the unbarred and barred columns of the pairing matrix, and `rcases` treats the two kinds of orbital in turn.

To apply the theorem to an electron, one identifies T with the operator −iσ_y K on two-component spinors, where σ_y is the Pauli matrix and K now conjugates the spinor components. That this operator has the properties required of T is a short textbook calculation which the Lean code leaves to the reader.

## A complex overlap matrix for two pairs

```lean
/-- The explicit complex 4 × 4 matrix `S` below is positive definite and satisfies `U conj(S) = S U`
with the pairing matrix `U`. -/
theorem timeReversal_witness :
    let S : Matrix (Fin 2 ⊕ Fin 2) (Fin 2 ⊕ Fin 2) ℂ :=
      fromBlocks !![1, Complex.I; -Complex.I, 2] 0 0 !![1, -Complex.I; Complex.I, 2]
    S.PosDef ∧ TimeReversal (pairing (Fin 2)) S := by
  intro S
  constructor
  · -- S = G† G with G invertible
    let G : Matrix (Fin 2 ⊕ Fin 2) (Fin 2 ⊕ Fin 2) ℂ :=
      fromBlocks !![1, Complex.I; 0, 1] 0 0 !![1, -Complex.I; 0, 1]
    let W : Matrix (Fin 2 ⊕ Fin 2) (Fin 2 ⊕ Fin 2) ℂ :=
      fromBlocks !![1, -Complex.I; 0, 1] 0 0 !![1, Complex.I; 0, 1]
    have hW : W * G = 1 := by
      ext i j
      rcases i with i | i <;> rcases j with j | j <;> fin_cases i <;> fin_cases j <;>
        simp [W, G, Matrix.mul_apply, Fintype.sum_sum_type, Fin.sum_univ_two]
    have hG : Gᴴ * G = S := by
      ext i j
      rcases i with i | i <;> rcases j with j | j <;> fin_cases i <;> fin_cases j <;>
        simp [S, G, Matrix.mul_apply, Fintype.sum_sum_type, Fin.sum_univ_two,
          one_add_one_eq_two]
    rw [← hG]
    refine PosDef.conjTranspose_mul_self G fun x y hxy => ?_
    have h := congrArg (fun v => W *ᵥ v) hxy
    simpa only [mulVec_mulVec, hW, one_mulVec] using h
  · have h2 : starRingEnd ℂ 2 = 2 := Complex.conj_eq_iff_im.mpr (by simp)
    unfold TimeReversal
    ext i j
    rcases i with i | i <;> rcases j with j | j <;> fin_cases i <;> fin_cases j <;>
      simp [S, pairing, conjM, Matrix.mul_apply, Fintype.sum_sum_type, Matrix.one_apply] <;>
      exact h2

end

end KramersLowdin
```

The example has overlaps A = [[1, i], [−i, 2]] among the unbarred orbitals, conj(A) among the barred ones, and zero between the two kinds. The second pair is not normalized: its orbitals have norm √2. After normalization, the overlap of the two unbarred orbitals is i/√2.

Both hypotheses on S can be checked directly. With g = [[1, i], [0, 1]] one finds g†g = A, so S = G†G for the block-diagonal matrix G with blocks g and conj(g). Since G is invertible, x†Sx = ‖Gx‖² > 0 for x ≠ 0. The relation with the pairing matrix holds because

U conj(S) = [[0, −A], [conj(A), 0]] = S U.

In Lean, `W` is the inverse of `G`, and it shows that G sends different vectors to different vectors. The matrix identities are verified entry by entry: `ext` and `fin_cases` list the entries, and `simp` evaluates them.

```lean
#print axioms KramersLowdin.lowdin_kramers_pairs
```

```
'KramersLowdin.lowdin_kramers_pairs' depends on axioms: [propext, Classical.choice, Quot.sound]
```
